# For uncoupled doubles at one positive excitation energy, independent pair energies sum to at most the coupled energy

Label the electron pairs by \(p\), running over a finite set. Each pair has one doubly excited configuration \(\Phi_p\), and all pairs share one reference \(\Phi_0\). The configurations are orthonormal, and the wavefunction \(c_0\Phi_0+\sum_p c_p\Phi_p\) has real amplitudes. Energies are measured from the reference, and every double lies at the same energy \(D\). The real number \(K_p\) is the Hamiltonian matrix element between \(\Phi_0\) and \(\Phi_p\), and different doubles do not couple to each other. The energy of a single pair is

\[
e(K)=\frac{D-\sqrt{D^2+4K^2}}{2}.
\]

Apart from the secular equation, which holds for every real \(D\), the theorems about energies assume \(D>0\): exciting a pair costs energy, so the reference is the lowest configuration before mixing.

## The pair energy and the energy functional

```lean
import Mathlib

open Finset

namespace IndependentPairs

noncomputable section

variable {ι : Type*} [Fintype ι]
```

The type `ι` is the set of pair labels. It may have any finite size, including zero. A function `K : ι → ℝ` is then a list of couplings, and `K p` is \(K_p\).

```lean
/-- The energy of one electron pair whose doubly excited configuration lies `D` above the
reference and couples to it with strength `K`. -/
def pairEnergy (D K : ℝ) : ℝ := (D - √(D ^ 2 + 4 * K ^ 2)) / 2
```

This is \(e(K)\), the lower eigenvalue of the two-configuration matrix with diagonal \(0, D\) and off-diagonal element \(K\). The definition accepts any real `D`; positivity enters only as a hypothesis, `hD`, in the theorems that need it.

```lean
/-- The energy functional of a reference with amplitude `c₀` and doubles with amplitudes `c p`.
The reference has energy zero, each double has energy `D`, and double `p` couples only to the
reference, with strength `K p`. -/
def doublesFunctional (D : ℝ) (K : ι → ℝ) (c₀ : ℝ) (c : ι → ℝ) : ℝ :=
  2 * c₀ * ∑ p, K p * c p + D * ∑ p, c p ^ 2
```

In ordinary notation the functional is

\[
F(c_0,c)=2c_0\sum_p K_pc_p+D\sum_p c_p^2 .
\]

For normalised amplitudes it is the energy expectation value. Normalisation is not part of the definition and is imposed where the functional is minimised. The formula has no terms for coupling between doubles, for different excitation energies, or for higher excitations.

## The secular equation and the sign of the pair energy

```lean
/-- The pair energy solves the secular equation of the two-configuration problem. -/
theorem pairEnergy_secular (D K : ℝ) :
    pairEnergy D K * (pairEnergy D K - D) = K ^ 2 := by
  have h := Real.sq_sqrt (show 0 ≤ D ^ 2 + 4 * K ^ 2 by positivity)
  unfold pairEnergy
  linear_combination h / 4
```

A Lean theorem gives its hypotheses, then a colon, the statement, and the proof after `:= by`. Here the statement is \(e(e-D)=K^2\). With \(s=\sqrt{D^2+4K^2}\),

\[
e(e-D)=\frac{D-s}{2}\cdot\frac{-(D+s)}{2}=\frac{s^2-D^2}{4}=K^2 .
\]

The line `h` records \(s^2=D^2+4K^2\), and `linear_combination h / 4` checks that the claim is a quarter of that equation, up to algebra.

```lean
/-- For a positive excitation energy, the pair energy is never positive. -/
theorem pairEnergy_nonpos {D : ℝ} (hD : 0 < D) (K : ℝ) : pairEnergy D K ≤ 0 := by
  have h : D ≤ √(D ^ 2 + 4 * K ^ 2) :=
    (Real.le_sqrt' hD).2 (by nlinarith [sq_nonneg K])
  unfold pairEnergy
  linarith
```

Since \(D>0\) and \(D^2\le D^2+4K^2\), we have \(D\le s\), hence \(e(K)\le 0\). Mixing can only lower the energy.

```lean
/-- For a positive excitation energy, the pair energy vanishes exactly when the coupling does. -/
theorem pairEnergy_eq_zero_iff {D : ℝ} (hD : 0 < D) (K : ℝ) :
    pairEnergy D K = 0 ↔ K = 0 := by
  have hs := pairEnergy_secular D K
  have hn := pairEnergy_nonpos hD K
  constructor
  · intro h
    rw [h, zero_mul] at hs
    exact (pow_eq_zero_iff two_ne_zero).1 hs.symm
  · intro h
    have h0 : pairEnergy D K * (pairEnergy D K - D) = 0 := by
      rw [hs, h]
      norm_num
    rcases mul_eq_zero.1 h0 with h1 | h1
    · exact h1
    · linarith
```

If \(e=0\), the secular equation gives \(K^2=0\). If \(K=0\), it gives \(e(e-D)=0\), so \(e=0\) or \(e=D\). The second option contradicts \(e\le0<D\).

## The coupled energy as an attained minimum

```lean
/-- For a positive excitation energy, the lowest value of the doubles functional over normalised
amplitudes is the pair energy at the coupling `√(∑ K p ^ 2)`. -/
theorem coupledEnergy_isLeast {D : ℝ} (hD : 0 < D) (K : ι → ℝ) :
    IsLeast {E | ∃ (c₀ : ℝ) (c : ι → ℝ),
      c₀ ^ 2 + ∑ p, c p ^ 2 = 1 ∧ doublesFunctional D K c₀ c = E}
      (pairEnergy D (√(∑ p, K p ^ 2))) := by
  have hQ : 0 ≤ ∑ p, K p ^ 2 := Finset.sum_nonneg fun p _ => sq_nonneg (K p)
  have hE := pairEnergy_secular D (√(∑ p, K p ^ 2))
  rw [Real.sq_sqrt hQ] at hE
  have hn := pairEnergy_nonpos hD (√(∑ p, K p ^ 2))
  generalize pairEnergy D (√(∑ p, K p ^ 2)) = E at hE hn ⊢
  have hpos : 0 < D - E := by linarith
  constructor
  · -- the minimiser has amplitudes proportional to `D - E` and `-K p`
    have hN : 0 < (D - E) ^ 2 + ∑ p, K p ^ 2 := by positivity
    obtain ⟨r, hr⟩ : ∃ r : ℝ, r ^ 2 = (D - E) ^ 2 + ∑ p, K p ^ 2 :=
      ⟨_, Real.sq_sqrt hN.le⟩
    have h1 : ∑ p, K p * (-(K p) / r) = -(∑ p, K p ^ 2) / r := by
      rw [← Finset.sum_neg_distrib, Finset.sum_div]
      exact Finset.sum_congr rfl fun p _ => by ring
    have h2 : ∑ p, (-(K p) / r) ^ 2 = (∑ p, K p ^ 2) / r ^ 2 := by
      rw [Finset.sum_div]
      exact Finset.sum_congr rfl fun p _ => by ring
    refine ⟨(D - E) / r, fun p => -(K p) / r, ?_, ?_⟩
    · rw [h2, div_pow, ← add_div, hr, div_self hN.ne']
    · unfold doublesFunctional
      rw [h1, h2]
      have h3 : 2 * ((D - E) / r) * (-(∑ p, K p ^ 2) / r) + D * ((∑ p, K p ^ 2) / r ^ 2)
          = (D * (∑ p, K p ^ 2) - 2 * (D - E) * ∑ p, K p ^ 2) / r ^ 2 := by ring
      rw [h3, hr, div_eq_iff hN.ne']
      linear_combination (D - E) * hE
  · -- the excess energy, times `D - E`, is a sum of squares
    rintro _ ⟨c₀, c, hc, rfl⟩
    have hx : ∑ p, (c₀ * K p + (D - E) * c p) ^ 2 = c₀ ^ 2 * ∑ p, K p ^ 2
        + 2 * c₀ * (D - E) * ∑ p, K p * c p + (D - E) ^ 2 * ∑ p, c p ^ 2 := by
      simp only [Finset.mul_sum, ← Finset.sum_add_distrib]
      exact Finset.sum_congr rfl fun p _ => by ring
    have hy : (D - E) * (doublesFunctional D K c₀ c - E)
        = ∑ p, (c₀ * K p + (D - E) * c p) ^ 2 := by
      rw [hx]
      unfold doublesFunctional
      linear_combination (D - E) * E * hc + c₀ ^ 2 * hE
    have hz : 0 ≤ (D - E) * (doublesFunctional D K c₀ c - E) := by
      rw [hy]
      exact Finset.sum_nonneg fun p _ => sq_nonneg _
    exact sub_nonneg.1 ((mul_nonneg_iff_of_pos_left hpos).1 hz)
```

The set in the statement contains every value \(F(c_0,c)\) with \(c_0^2+\sum_p c_p^2=1\). `IsLeast` says that the given number belongs to this set and is a lower bound for it. The coupled doubles energy is therefore \(E=e(\sqrt Q)\), where \(Q=\sum_p K_p^2\).

The proof uses two facts about \(E\): \(E(E-D)=Q\) and \(E\le0\), so that \(D-E>0\). The `generalize` step replaces the long expression by the letter `E` and keeps these facts.

To attain the value, choose \(r\) with \(r^2=(D-E)^2+Q\) and take

\[
c_0=\frac{D-E}{r},\qquad c_p=-\frac{K_p}{r}.
\]

These amplitudes are normalised, and

\[
F=\frac{DQ-2(D-E)Q}{r^2}=\frac{(2E-D)Q}{r^2}.
\]

The secular equation gives \(E(D-E)^2=-(D-E)Q\), so \(Er^2=-(D-E)Q+EQ=(2E-D)Q\). Hence \(F=E\).

For the lower bound, take any normalised amplitudes and expand a sum of squares:

\[
\sum_p\bigl(c_0K_p+(D-E)c_p\bigr)^2
=c_0^2Q+2c_0(D-E)\sum_pK_pc_p+(D-E)^2\sum_pc_p^2 .
\]

Substitute \(Q=-E(D-E)\) and use normalisation. The right-hand side becomes \((D-E)(F-E)\), which is therefore nonnegative. Since \(D-E>0\), it follows that \(F\ge E\). In the code, `hx` is the expansion and `hy` is the identity with \((D-E)(F-E)\).

```lean
/-- For a positive excitation energy, the pair energy is the lowest value of the doubles
functional over normalised amplitudes when only one pair is present. -/
theorem pairEnergy_isLeast {D : ℝ} (hD : 0 < D) (K : ℝ) :
    IsLeast {E | ∃ (c₀ : ℝ) (c : Unit → ℝ),
      c₀ ^ 2 + ∑ p, c p ^ 2 = 1 ∧ doublesFunctional D (fun _ => K) c₀ c = E}
      (pairEnergy D K) := by
  have h := coupledEnergy_isLeast hD (fun _ : Unit => K)
  have he : pairEnergy D (√(∑ _p : Unit, K ^ 2)) = pairEnergy D K := by
    simp [pairEnergy, Real.sqrt_sq_eq_abs, sq_abs]
  rwa [he] at h
```

`Unit` is a type with exactly one element, so this is the case of one pair. There \(\sqrt{K^2}=|K|\), and \(e\) depends only on \(K^2\). The minimum is thus \(e(K)\), and the independent and coupled energies come from the same functional.

## Squares of nonpositive numbers

```lean
/-- For finitely many nonpositive real numbers, the sum of the squares is at most the square of the
sum, with equality exactly when at most one of the numbers is nonzero. -/
theorem sum_sq_le_sq_sum (a : ι → ℝ) (ha : ∀ p, a p ≤ 0) :
    ∑ p, a p ^ 2 ≤ (∑ p, a p) ^ 2 ∧
      ((∑ p, a p) ^ 2 = ∑ p, a p ^ 2 ↔ ∀ p q, a p ≠ 0 → a q ≠ 0 → p = q) := by
  classical
  have key : (∑ p, a p) ^ 2 - ∑ p, a p ^ 2 = ∑ p, a p * ((∑ q, a q) - a p) := by
    simp only [sq, mul_sub, Finset.sum_sub_distrib, ← Finset.sum_mul]
  have split : ∀ p, a p + ∑ q ∈ univ.erase p, a q = ∑ q, a q :=
    fun p => Finset.add_sum_erase univ a (mem_univ p)
  -- every cross term is a product of two nonpositive numbers
  have term : ∀ p ∈ univ, 0 ≤ a p * ((∑ q, a q) - a p) := by
    intro p _
    have h : ∑ q ∈ univ.erase p, a q ≤ 0 := Finset.sum_nonpos fun q _ => ha q
    have h' : 0 ≤ a p - ∑ q, a q := by linarith [split p]
    nlinarith [mul_nonneg (neg_nonneg.2 (ha p)) h']
  refine ⟨by linarith [Finset.sum_nonneg term], ?_⟩
  rw [← sub_eq_zero, key, Finset.sum_eq_zero_iff_of_nonneg term]
  constructor
  · intro h p q hp hq
    by_contra hpq
    have h1 := (mul_eq_zero.1 (h p (mem_univ p))).resolve_left hp
    have h2 : ∑ q ∈ univ.erase p, a q = 0 := by linarith [split p]
    exact hq ((Finset.sum_eq_zero_iff_of_nonpos fun q _ => ha q).1 h2 q
      (Finset.mem_erase.2 ⟨Ne.symm hpq, mem_univ q⟩))
  · intro h p _
    by_cases hp : a p = 0
    · rw [hp, zero_mul]
    · have h1 : ∑ q, a q = a p :=
        Finset.sum_eq_single p (fun q _ hq => by_contra fun h0 => hq (h q p h0 hp))
          (fun h0 => absurd (mem_univ p) h0)
      rw [h1, sub_self, mul_zero]
```

For numbers \(a_p\le0\) with sum \(A=\sum_p a_p\), the statement is \(\sum_p a_p^2\le A^2\), together with the condition for equality. The formula `∀ p q, a p ≠ 0 → a q ≠ 0 → p = q` says that any two labels with nonzero entries coincide: at most one entry is nonzero.

By hand,

\[
A^2-\sum_p a_p^2=\sum_p a_p(A-a_p),\qquad A-a_p=\sum_{q\ne p}a_q\le0 .
\]

Each term is a product of two nonpositive numbers, so the difference is nonnegative. These are the steps `key` and `term`.

Equality requires every term to vanish. If some \(a_p\ne0\), then \(\sum_{q\ne p}a_q=0\), and a vanishing sum of nonpositive numbers has only zero entries. Conversely, if at most one entry is nonzero, each term has either \(a_p=0\) or \(A=a_p\), and vanishes.

The sign condition matters: for the entries \(1\) and \(-1\), the sum of squares is \(2\) while the square of the sum is \(0\).

## Independent pairs against coupled pairs

```lean
/-- For a positive excitation energy, the sum of independent pair energies is at most the coupled
doubles energy, with equality exactly when at most one coupling is nonzero. -/
theorem sum_pairEnergy_le_coupled {D : ℝ} (hD : 0 < D) (K : ι → ℝ) :
    ∑ p, pairEnergy D (K p) ≤ pairEnergy D (√(∑ p, K p ^ 2)) ∧
      (∑ p, pairEnergy D (K p) = pairEnergy D (√(∑ p, K p ^ 2)) ↔
        ∀ p q, K p ≠ 0 → K q ≠ 0 → p = q) := by
  have hQ : 0 ≤ ∑ p, K p ^ 2 := Finset.sum_nonneg fun p _ => sq_nonneg (K p)
  have hE := pairEnergy_secular D (√(∑ p, K p ^ 2))
  rw [Real.sq_sqrt hQ] at hE
  have hn := pairEnergy_nonpos hD (√(∑ p, K p ^ 2))
  have hSn : ∑ p, pairEnergy D (K p) ≤ 0 :=
    Finset.sum_nonpos fun p _ => pairEnergy_nonpos hD (K p)
  -- the sum of the secular equations of the separate pairs
  have hS : ∑ p, K p ^ 2
      = ∑ p, pairEnergy D (K p) ^ 2 - D * ∑ p, pairEnergy D (K p) := by
    rw [Finset.mul_sum, ← Finset.sum_sub_distrib]
    exact Finset.sum_congr rfl fun p _ => by
      linear_combination -(pairEnergy_secular D (K p))
  obtain ⟨hle, hiff⟩ := sum_sq_le_sq_sum (fun p => pairEnergy D (K p))
    (fun p => pairEnergy_nonpos hD (K p))
  simp only [ne_eq, pairEnergy_eq_zero_iff hD] at hiff
  generalize pairEnergy D (√(∑ p, K p ^ 2)) = E at hE hn ⊢
  constructor
  · by_contra hlt
    have h1 : 0 < ∑ p, pairEnergy D (K p) - E := sub_pos.2 (not_le.1 hlt)
    have h2 : 0 < D - ∑ p, pairEnergy D (K p) - E := by linarith
    nlinarith [mul_pos h1 h2]
  · refine Iff.trans ?_ hiff
    constructor
    · intro h
      rw [← h] at hE
      linear_combination hE + hS
    · intro h
      have h0 : (∑ p, pairEnergy D (K p) - E) * (∑ p, pairEnergy D (K p) + E - D) = 0 := by
        linear_combination h - hS - hE
      rcases mul_eq_zero.1 h0 with h1 | h1
      · exact sub_eq_zero.1 h1
      · linarith
```

The theorem states

\[
\sum_p e(K_p)\le e\Bigl(\sqrt{\textstyle\sum_p K_p^2}\Bigr),
\]

with equality exactly when at most one \(K_p\) is nonzero. Write \(S=\sum_p e(K_p)\), and keep \(E\) and \(Q\) as before. Summing the pairs' secular equations, which is `hS`, and comparing with the coupled one gives

\[
\sum_p e(K_p)^2-DS=Q=E^2-DE .
\]

The pair energies are nonpositive, so \(\sum_p e(K_p)^2\le S^2\). Therefore \(S^2-DS\ge E^2-DE\), or

\[
(S-E)(S+E-D)\ge0 .
\]

The second factor is negative because \(S,E\le0\) and \(D>0\). Hence \(S\le E\). Lean argues by contradiction: if \(S>E\), then \(S-E\) and \(D-S-E\) are both positive, and `nlinarith` finds that their positive product conflicts with the inequality above.

For equality, the same factorisation shows that \(S=E\) exactly when \(S^2-DS=E^2-DE\), which means \(S^2=\sum_p e(K_p)^2\). By the equality condition for nonpositive numbers, this happens exactly when at most one pair energy is nonzero. Since \(e(K_p)=0\) exactly when \(K_p=0\), the condition passes to the couplings.

Without \(D>0\) the equality condition can fail. Take \(D=-1\) and two pairs with \(K_1=K_2=0\). Then \(e(0)=-1\), so the independent sum is \(-2\) and the coupled expression is \(-1\). The two differ although no coupling is nonzero.

```lean
/-- For a positive excitation energy and at least two identical pairs with nonzero coupling, the
sum of the independent pair energies lies strictly below the coupled doubles energy. -/
theorem identical_pairs_lt {D K : ℝ} (hD : 0 < D) (hK : K ≠ 0) {N : ℕ} (hN : 2 ≤ N) :
    N * pairEnergy D K < pairEnergy D (√(N : ℝ) * K) := by
  have hq : 0 ≤ ∑ _p : Fin N, K ^ 2 := Finset.sum_nonneg fun _ _ => sq_nonneg K
  have hs : (√(∑ _p : Fin N, K ^ 2)) ^ 2 = (√(N : ℝ) * K) ^ 2 := by
    rw [mul_pow, Real.sq_sqrt (Nat.cast_nonneg N), Real.sq_sqrt hq]
    simp
  have he : pairEnergy D (√(∑ _p : Fin N, K ^ 2)) = pairEnergy D (√(N : ℝ) * K) := by
    unfold pairEnergy
    rw [hs]
  have hsum : ∑ _p : Fin N, pairEnergy D K = N * pairEnergy D K := by simp
  have hmain := sum_pairEnergy_le_coupled hD (fun _ : Fin N => K)
  rw [← he, ← hsum]
  refine lt_of_le_of_ne hmain.1 fun h => ?_
  -- equality would identify the first two pairs
  have h01 := hmain.2.1 h ⟨0, by omega⟩ ⟨1, by omega⟩ hK hK
  exact absurd (congrArg Fin.val h01) (by norm_num)

end

end IndependentPairs
```

For \(N\ge2\) identical pairs with \(K\ne0\), the inequality is strict:

\[
N\,e(K)<e(\sqrt N\,K).
\]

The labels are now `Fin N`, the numbers \(0,\dots,N-1\). All couplings equal \(K\), so \(\sum_pK_p^2=NK^2\). Equality would force the pairs labelled 0 and 1 to be the same, which is the contradiction at the end of the proof. As an example, \(D=1\), \(K=\sqrt2\) and \(N=3\) give \(e(K)=-1\), so the independent sum is \(-3\), while the coupled energy is \(e(\sqrt6)=-2\).

## Two diagonalisations and the energy between them

In an independent-pair calculation on this model, a program diagonalises one \(2\times2\) matrix per pair and adds the lowest eigenvalues. The coupled calculation diagonalises a single matrix with the \(K_p\) in its first row and column, \(0\) in the corner and \(D\) along the rest of the diagonal. The theorem gives a quick check on such a code: the first result must not exceed the second, apart from rounding. For weak coupling it is better to evaluate the pair energy as

\[
e(K)=-\frac{2K^2}{D+\sqrt{D^2+4K^2}},
\]

which is the same number for \(D>0\) but avoids subtracting two nearly equal ones.

For mutually non-interacting pairs with one double each, the independent sum is the exact ground-state energy once configurations with several pairs excited at the same time are included. The coupled calculation leaves those configurations out, and the gap is the size-consistency error of configuration interaction truncated at doubles. In a molecule the doubles generally couple to one another and have different energies, and the inequality here does not settle the ordering in that case.

```lean
#print axioms IndependentPairs.pairEnergy_isLeast
#print axioms IndependentPairs.sum_pairEnergy_le_coupled
#print axioms IndependentPairs.identical_pairs_lt
```

```
'IndependentPairs.pairEnergy_isLeast' depends on axioms: [propext, Classical.choice, Quot.sound]
'IndependentPairs.sum_pairEnergy_le_coupled' depends on axioms: [propext, Classical.choice, Quot.sound]
'IndependentPairs.identical_pairs_lt' depends on axioms: [propext, Classical.choice, Quot.sound]
```
